# A conserved three-spin charge on Heisenberg rings of four or more spins 1/2

Sites are labelled by `ZMod N`, the integers modulo \(N\), so site \(N-1\) neighbours site 0 without a separate boundary term. A state assigns a complex amplitude to each configuration `ZMod N → Fin 2`, where 0 means up and 1 means down.

```lean
import Mathlib

open Equiv (swap Perm)
open Function (update)

namespace HeisenbergRingCharge

noncomputable section

variable {N : ℕ}

/-- Operators on the state space of `N` spins 1/2 placed on a ring. -/
abbrev Op (N : ℕ) := Module.End ℂ ((ZMod N → Fin 2) → ℂ)
```

## Spin 1/2 at every site

The matrices below fix the spin, with \(\hbar=1\). `spin n k` is component \(k\) of \(\mathbf S_n\), acting on site \(n\) alone.

```lean
/-- The three spin-1/2 matrices, in units of ħ. -/
def spinMatrix : Fin 3 → Matrix (Fin 2) (Fin 2) ℂ :=
  ![!![0, 1/2; 1/2, 0], !![0, -Complex.I/2; Complex.I/2, 0], !![1/2, 0; 0, -1/2]]

/-- Component `k` of the spin at site `n`. -/
def spin (n : ZMod N) (k : Fin 3) : Op N where
  toFun ψ s := ∑ b, spinMatrix k (s n) b * ψ (update s n b)
  map_add' ψ φ := by
    funext s
    simp only [Fin.sum_univ_two, Pi.add_apply]
    ring
  map_smul' c ψ := by
    funext s
    simp only [Fin.sum_univ_two, Pi.smul_apply, smul_eq_mul, RingHom.id_apply]
    ring

/-- Scalar product of two vectors of operators. -/
def dot (A B : Fin 3 → Op N) : Op N := A 0 * B 0 + A 1 * B 1 + A 2 * B 2

/-- Vector product of two vectors of operators. -/
def cross (A B : Fin 3 → Op N) : Fin 3 → Op N :=
  ![A 1 * B 2 - A 2 * B 1, A 2 * B 0 - A 0 * B 2, A 0 * B 1 - A 1 * B 0]
```

With uniform coupling set to 1,
\[
H=\sum_n\mathbf S_n\cdot\mathbf S_{n+1},\qquad
Q=\sum_n\mathbf S_n\cdot(\mathbf S_{n+1}\times\mathbf S_{n+2}).
\]

```lean
/-- The Heisenberg Hamiltonian of the ring. -/
def hamiltonian (N : ℕ) [NeZero N] : Op N := ∑ n : ZMod N, dot (spin n) (spin (n + 1))

/-- The three-site charge of the ring. -/
def charge (N : ℕ) [NeZero N] : Op N :=
  ∑ n : ZMod N, dot (spin n) (cross (spin (n + 1)) (spin (n + 2)))
```

For two spins 1/2, \(\mathbf S_i\cdot\mathbf S_j\) is \(1/4\) on the triplet and \(-3/4\) on the singlet. Hence \(\tfrac12+2\,\mathbf S_i\cdot\mathbf S_j\) is \(\pm1\) there, which is the exchange of the two spins. For spin 1 this expression is no longer an exchange, and the derivation stops. Write \(P_n\) for the exchange on bond \((n,n+1)\) (`bondSwap`) and \(C_n=[P_n,P_{n+1}]\) (`swapComm`).

```lean
/-- The operator that permutes the sites of the ring. -/
def permOp (e : Perm (ZMod N)) : Op N where
  toFun ψ s := ψ (s ∘ e)
  map_add' _ _ := rfl
  map_smul' _ _ := rfl

/-- Exchange of the spins at sites `n` and `n + 1`. -/
def bondSwap (n : ZMod N) : Op N := permOp (swap n (n + 1))

/-- Commutator of the exchanges on two successive bonds. -/
def swapComm (n : ZMod N) : Op N :=
  bondSwap n * bondSwap (n + 1) - bondSwap (n + 1) * bondSwap n
```

## At least four sites

`hN : 4 ≤ N` ensures that one, two or three steps never return to the start. Bonds \(n+1\) and \(n+3\) are then disjoint, as the cancellation below requires.

```lean
/-- On a ring of at least four sites, one, two or three steps never lead back to the start. -/
theorem steps_ne_zero (hN : 4 ≤ N) :
    (1 : ZMod N) ≠ 0 ∧ (2 : ZMod N) ≠ 0 ∧ (3 : ZMod N) ≠ 0 := by
  have key : ∀ k : ℕ, 0 < k → k < 4 → (k : ZMod N) ≠ 0 := fun k h0 h4 h => by
    have := Nat.le_of_dvd h0 ((CharP.cast_eq_zero_iff (ZMod N) N k).1 h)
    omega
  exact ⟨by simpa using key 1 (by omega) (by omega), by simpa using key 2 (by omega) (by omega),
    by simpa using key 3 (by omega) (by omega)⟩
```

At \(N=3\) this argument fails, although \(Q\) still commutes with \(H\), which there depends only on the total spin.

## Distinct sites in each product

The hypotheses `i ≠ j` say that the operators belong to different spins, so they commute. At one site, \(\mathbf S\times\mathbf S=i\mathbf S\).

```lean
/-- Spin components at different sites commute. -/
theorem spin_comm {i j : ZMod N} (h : i ≠ j) (a b : Fin 3) :
    spin i a * spin j b = spin j b * spin i a := by
  refine LinearMap.ext fun ψ => funext fun s => ?_
  have e1 : ∀ x, update s i x j = s j := fun x => Function.update_of_ne h.symm x s
  have e2 : ∀ x, update s j x i = s i := fun x => Function.update_of_ne h x s
  have e3 : ∀ x y, update (update s i x) j y = update (update s j y) i x :=
    fun x y => Function.update_comm h x y s
  simp only [Module.End.mul_apply, spin, LinearMap.coe_mk, AddHom.coe_mk, Fin.sum_univ_two,
    e1, e2, e3]
  ring

/-- The angular momentum algebra at one site, `S × S = i S`. -/
theorem spin_cross (n : ZMod N) : cross (spin n) (spin n) = fun k => Complex.I • spin n k := by
  -- a commutator of spin matrices carries over to the site operators
  have key : ∀ a b c : Fin 3, spinMatrix a * spinMatrix b - spinMatrix b * spinMatrix a
      = Complex.I • spinMatrix c →
      spin n a * spin n b - spin n b * spin n a = Complex.I • spin n c := by
    intro a b c h
    refine LinearMap.ext fun ψ => funext fun s => ?_
    have h' := fun y => congrFun (congrFun h (s n)) y
    simp only [Matrix.sub_apply, Matrix.mul_apply, Matrix.smul_apply, Fin.sum_univ_two,
      smul_eq_mul] at h'
    simp only [LinearMap.sub_apply, LinearMap.smul_apply, Pi.sub_apply, Pi.smul_apply,
      smul_eq_mul, Module.End.mul_apply, spin, LinearMap.coe_mk, AddHom.coe_mk,
      Fin.sum_univ_two, Function.update_self, Function.update_idem]
    linear_combination h' 0 * ψ (update s n 0) + h' 1 * ψ (update s n 1)
  funext k
  fin_cases k
  · refine key 1 2 0 ?_
    ext i j
    fin_cases i <;> fin_cases j <;> simp [spinMatrix] <;> ring
  · refine key 2 0 1 ?_
    ext i j
    fin_cases i <;> fin_cases j <;> simp [spinMatrix] <;>
      first
        | ring1
        | linear_combination (1/2 : ℂ) * Complex.I_sq
        | linear_combination (-1/2 : ℂ) * Complex.I_sq
  · refine key 0 1 2 ?_
    ext i j
    fin_cases i <;> fin_cases j <;> simp [spinMatrix] <;> ring
```

The exchange identity needs distinct sites too: for \(i=j\) its left side is 2, not 1. Lean checks it on all four pairs of spin values.

```lean
/-- Dirac's exchange identity: `1/2 + 2 Sᵢ·Sⱼ` exchanges the spins at two distinct sites. -/
theorem dirac_exchange {i j : ZMod N} (h : i ≠ j) :
    (1/2 : ℂ) • (1 : Op N) + (2 : ℂ) • dot (spin i) (spin j) = permOp (swap i j) := by
  have key : ∀ (F : Fin 2 → Fin 2 → ℂ) (x y : Fin 2), 1/2 * F x y + 2 * (∑ k, ∑ b,
      spinMatrix k x b * ∑ c, spinMatrix k y c * F b c) = F y x := by
    have two : ∀ x : Fin 2, x = 0 ∨ x = 1 := by decide
    intro F x y
    obtain rfl | rfl := two x <;> obtain rfl | rfl := two y <;>
      simp [spinMatrix, Fin.sum_univ_three] <;>
      first
        | ring1
        | (ring_nf; simp only [Complex.I_sq]; ring1)
  refine LinearMap.ext fun ψ => funext fun s => ?_
  have hsw : s ∘ swap i j = update (update s i (s j)) j (s i) := by
    funext m
    simp only [Function.comp_apply, Equiv.swap_apply_def, Function.update_apply]
    split_ifs <;> simp_all
  have hid : update (update s i (s i)) j (s j) = s := by simp
  have hu : ∀ x, update s i x j = s j := fun x => Function.update_of_ne h.symm x s
  have hk := key (fun b c => ψ (update (update s i b) j c)) (s i) (s j)
  simp only [hid, Fin.sum_univ_three, Fin.sum_univ_two] at hk
  simp only [LinearMap.add_apply, LinearMap.smul_apply, Module.End.one_apply,
    Module.End.mul_apply, dot, Pi.add_apply, Pi.smul_apply, smul_eq_mul, spin, permOp,
    LinearMap.coe_mk, AddHom.coe_mk, hu, hsw, Fin.sum_univ_two]
  linear_combination hk
```

For distinct \(i,j,k\), only commutators at the shared site survive:
\[
[\mathbf S_i\cdot\mathbf S_j,\mathbf S_j\cdot\mathbf S_k]
=\sum_{a,b}S_i^a[S_j^a,S_j^b]S_k^b
=-i\,\mathbf S_i\cdot(\mathbf S_j\times\mathbf S_k).
\]
In the proof, `t` moves operators past each other and `e` collects these commutators.

```lean
/-- The scalar triple product of the spins at three distinct sites is the imaginary unit times the
commutator of two bond energies. -/
theorem triple_eq_commutator {i j k : ZMod N} (hij : i ≠ j) (hik : i ≠ k) (hjk : j ≠ k) :
    dot (spin i) (cross (spin j) (spin k)) = Complex.I •
      (dot (spin i) (spin j) * dot (spin j) (spin k)
        - dot (spin j) (spin k) * dot (spin i) (spin j)) := by
  have t : ∀ a b, spin j b * spin k b * (spin i a * spin j a)
      = spin i a * (spin j b * spin j a) * spin k b := fun a b => by
    calc _ = spin j b * (spin k b * spin i a) * spin j a := by simp only [mul_assoc]
      _ = (spin j b * spin i a) * (spin k b * spin j a) := by
        rw [spin_comm hik.symm]; simp only [mul_assoc]
      _ = _ := by rw [spin_comm hij.symm, spin_comm hjk.symm]; simp only [mul_assoc]
  have h0 : spin j 1 * spin j 2 - spin j 2 * spin j 1 = Complex.I • spin j 0 :=
    congrFun (spin_cross j) 0
  have h1 : spin j 2 * spin j 0 - spin j 0 * spin j 2 = Complex.I • spin j 1 :=
    congrFun (spin_cross j) 1
  have h2 : spin j 0 * spin j 1 - spin j 1 * spin j 0 = Complex.I • spin j 2 :=
    congrFun (spin_cross j) 2
  -- only the commutators at the shared site survive
  have e : dot (spin i) (spin j) * dot (spin j) (spin k)
      - dot (spin j) (spin k) * dot (spin i) (spin j)
      = spin i 0 * (spin j 0 * spin j 1 - spin j 1 * spin j 0) * spin k 1
      - spin i 0 * (spin j 2 * spin j 0 - spin j 0 * spin j 2) * spin k 2
      - spin i 1 * (spin j 0 * spin j 1 - spin j 1 * spin j 0) * spin k 0
      + spin i 1 * (spin j 1 * spin j 2 - spin j 2 * spin j 1) * spin k 2
      + spin i 2 * (spin j 2 * spin j 0 - spin j 0 * spin j 2) * spin k 0
      - spin i 2 * (spin j 1 * spin j 2 - spin j 2 * spin j 1) * spin k 1 := by
    simp only [dot]
    linear_combination (norm := (
      simp only [mul_add, add_mul, mul_sub, sub_mul, mul_assoc]; abel))
      - t 0 0 - t 0 1 - t 0 2 - t 1 0 - t 1 1 - t 1 2
      - t 2 0 - t 2 1 - t 2 2
  rw [e, h0, h1, h2]
  change spin i 0 * (spin j 1 * spin k 2 - spin j 2 * spin k 1)
    + spin i 1 * (spin j 2 * spin k 0 - spin j 0 * spin k 2)
    + spin i 2 * (spin j 0 * spin k 1 - spin j 1 * spin k 0) = _
  simp only [mul_smul_comm, smul_mul_assoc, smul_sub, smul_add, smul_smul,
    Complex.I_mul_I, neg_smul, one_smul, mul_sub, mul_assoc]
  abel
```

Substituting \(\mathbf S_n\cdot\mathbf S_{n+1}=\tfrac12P_n-\tfrac14\) gives
\[
H=\tfrac12\sum_nP_n-\tfrac N4,\qquad Q=\tfrac i4\sum_nC_n.
\]

```lean
/-- On a ring of at least four sites, the Hamiltonian and the three-site charge written with
exchanges of neighbouring spins. -/
theorem exchange_form [NeZero N] (hN : 4 ≤ N) :
    hamiltonian N = (1/2 : ℂ) • ∑ n, bondSwap n - (N/4 : ℂ) • (1 : Op N) ∧
    charge N = (Complex.I/4) • ∑ n, swapComm n := by
  obtain ⟨u1, u2, -⟩ := steps_ne_zero hN
  have bond : ∀ n : ZMod N, dot (spin n) (spin (n + 1))
      = (1/2 : ℂ) • bondSwap n - (1/4 : ℂ) • (1 : Op N) := fun n => by
    rw [bondSwap, ← dirac_exchange (fun h => u1 (by linear_combination -h))]
    module
  constructor
  · simp only [hamiltonian, bond, Finset.sum_sub_distrib, ← Finset.smul_sum, Finset.sum_const,
      Finset.card_univ, ZMod.card]
    module
  · rw [charge, Finset.smul_sum]
    refine Finset.sum_congr rfl fun n _ => ?_
    have b' := bond (n + 1)
    rw [show n + 1 + 1 = n + 2 by ring] at b'
    rw [triple_eq_commutator (fun h => u1 (by linear_combination -h))
      (fun h => u2 (by linear_combination -h)) (fun h => u1 (by linear_combination -h)),
      bond, b', swapComm]
    simp only [sub_mul, mul_sub, smul_mul_assoc, mul_smul_comm, one_mul, mul_one]
    module
```

## A finite, closed ring

`NeZero N` excludes `ZMod 0`, the infinite chain, and makes the sums finite. Closure matters in the last step by hand.

Let \(a,b,c,d=P_n,\dots,P_{n+3}\). Every other bond commutes with \(C_{n+1}=[b,c]\). From \(b^2=c^2=1\) and \(bcb=cbc\),
\[
[b,[b,c]]+[c,[b,c]]=(2c-2bcb)+(2cbc-2b)=2c-2b.
\]
Since \(d\) commutes with \(b\), \([d,[b,c]]=-[b,[c,d]]\). With \(G(n)=[P_n,C_{n+1}]-2P_{n+1}\),
\[
\sum_m[P_m,C_{n+1}]=G(n)-G(n+1).
\]
Summed around the ring, this vanishes; an open chain would leave end terms. In Lean, `sq`, `braid` and `far` supply the three exchange rules, `loc` the difference and `shift` the relabelling.

```lean
/-- The sum of neighbour exchanges commutes with the sum of their successive commutators. -/
theorem exchange_sums_commute [NeZero N] (hN : 4 ≤ N) :
    Commute (∑ n : ZMod N, bondSwap n) (∑ n : ZMod N, swapComm n) := by
  obtain ⟨u1, u2, u3⟩ := steps_ne_zero hN
  have sq : ∀ n : ZMod N, bondSwap n * bondSwap n = 1 := fun n => by
    change permOp (swap n (n + 1) * swap n (n + 1)) = 1
    rw [Equiv.swap_mul_self]; rfl
  have braid : ∀ a b c : ZMod N, a ≠ b → a ≠ c → b ≠ c →
      swap a b * swap b c * swap a b = swap b c * swap a b * swap b c := by
    intro a b c h1 h2 h3
    rw [Equiv.mul_swap_eq_swap_mul (swap a b) b c, Equiv.mul_swap_eq_swap_mul (swap b c) a b,
      mul_assoc, Equiv.swap_mul_self, mul_assoc, Equiv.swap_mul_self, Equiv.swap_apply_right,
      Equiv.swap_apply_of_ne_of_ne h2.symm h3.symm, Equiv.swap_apply_of_ne_of_ne h1 h2,
      Equiv.swap_apply_left]
  have far : ∀ m k : ZMod N, m ≠ k → m ≠ k + 1 → k ≠ m + 1 →
      bondSwap m * bondSwap k = bondSwap k * bondSwap m := by
    intro m k h1 h2 h3
    change permOp (swap m (m + 1) * swap k (k + 1)) = permOp (swap k (k + 1) * swap m (m + 1))
    rw [Equiv.mul_swap_eq_swap_mul, Equiv.swap_apply_of_ne_of_ne h1.symm h3,
      Equiv.swap_apply_of_ne_of_ne h2.symm (fun h => h1 (by linear_combination -h))]
  obtain ⟨G, hG⟩ : ∃ G : ZMod N → Op N, ∀ n, G n = bondSwap n * swapComm (n + 1)
      - swapComm (n + 1) * bondSwap n - (bondSwap (n + 1) + bondSwap (n + 1)) :=
    ⟨_, fun _ => rfl⟩
  -- four bonds contribute, and together they form a lattice difference
  have loc : ∀ n : ZMod N, ∑ m, (bondSwap m * swapComm (n + 1) - swapComm (n + 1) * bondSwap m)
      = G n - G (n + 1) := by
    intro n
    have e1 : n + 1 + 1 = n + 2 := by ring
    have e2 : n + 2 + 1 = n + 3 := by ring
    rw [← Finset.sum_subset (Finset.subset_univ {n, n + 1, n + 2, n + 3})]
    · rw [Finset.sum_insert (by simp [u1, u2, u3]),
        Finset.sum_insert (by
          simp only [Finset.mem_insert, Finset.mem_singleton, not_or]
          exact ⟨fun h => u1 (by linear_combination -h), fun h => u2 (by linear_combination -h)⟩),
        Finset.sum_insert (by
          simp only [Finset.mem_singleton]
          exact fun h => u1 (by linear_combination -h)), Finset.sum_singleton, hG, hG]
      simp only [swapComm, e1, e2]
      have hb : bondSwap (n + 1) * bondSwap (n + 2) * bondSwap (n + 1)
          = bondSwap (n + 2) * bondSwap (n + 1) * bondSwap (n + 2) := by
        have := congrArg permOp (braid (n + 1) (n + 2) (n + 3)
          (fun h => u1 (by linear_combination -h)) (fun h => u2 (by linear_combination -h))
          (fun h => u1 (by linear_combination -h)))
        simp only [bondSwap, e1, e2]
        exact this
      have he := far (n + 3) (n + 1) (fun h => u2 (by linear_combination h))
        (fun h => u1 (by linear_combination h)) (fun h => u3 (by linear_combination -h))
      linear_combination (norm := (
        simp only [mul_sub, sub_mul, mul_assoc, mul_one, one_mul]; abel))
        sq (n + 1) * bondSwap (n + 2)
        + bondSwap (n + 2) * sq (n + 1) - sq (n + 2) * bondSwap (n + 1)
        - bondSwap (n + 1) * sq (n + 2) - hb - hb + he * bondSwap (n + 2)
        - bondSwap (n + 2) * he
    · intro m _ hm
      simp only [Finset.mem_insert, Finset.mem_singleton, not_or] at hm
      obtain ⟨m0, m1, m2, m3⟩ := hm
      have c1 : Commute (bondSwap m) (bondSwap (n + 1)) :=
        far m (n + 1) m1 (by rwa [e1]) (fun h => m0 (by linear_combination -h))
      have c2 : Commute (bondSwap m) (bondSwap (n + 2)) :=
        far m (n + 2) m2 (by rwa [e2]) (fun h => m1 (by linear_combination -h))
      rw [swapComm, e1]
      exact sub_eq_zero.2 ((c1.mul_right c2).sub_right (c2.mul_right c1)).eq
  have shift : ∀ F : ZMod N → Op N, ∑ n, F (n + 1) = ∑ n, F n :=
    fun F => Equiv.sum_comp (Equiv.addRight 1) F
  have total : ∑ n : ZMod N, ∑ m, (bondSwap m * swapComm n - swapComm n * bondSwap m) = 0 := by
    rw [← shift (fun n => ∑ m, (bondSwap m * swapComm n - swapComm n * bondSwap m))]
    simp only [loc]
    rw [Finset.sum_sub_distrib, shift G, sub_self]
  simp only [Finset.sum_sub_distrib, ← Finset.sum_mul, ← Finset.mul_sum] at total
  exact sub_eq_zero.1 total
```

`Commute` means \(HQ=QH\), which now follows by linearity.

```lean
/-- On a ring of `N ≥ 4` spins 1/2 the three-site charge commutes with the Heisenberg
Hamiltonian. -/
theorem hamiltonian_commute_charge [NeZero N] (hN : 4 ≤ N) :
    Commute (hamiltonian N) (charge N) := by
  rw [(exchange_form hN).1, (exchange_form hN).2]
  exact (((exchange_sums_commute hN).smul_left _).sub_left
    ((Commute.one_left _).smul_left _)).smul_right _
```

## Four sites again, for a charge independent of the energy

Let \(|j\rangle\) be the normalised state with only spin \(j\) down. Terms \(n=0\) and \(n=-1\) each contribute 1 to the amplitude of \(\sum_nC_n\) from \(|0\rangle\) to \(|1\rangle\), so \(\langle1|Q|0\rangle=i/2\neq0\). Lean starts from the sum of all configurations with spin 0 down; exchanges preserve the number of down spins, so only \(|0\rangle\) contributes to this amplitude.

```lean
/-- The three-site charge is not the zero operator. -/
theorem charge_ne_zero [NeZero N] (hN : 4 ≤ N) : charge N ≠ 0 := by
  obtain ⟨u1, u2, u3⟩ := steps_ne_zero hN
  rw [(exchange_form hN).2]
  intro h
  have h0 := (smul_eq_zero.1 h).resolve_left (by simp)
  -- amplitude for a flipped spin to move by one site
  have h1 := congrFun (LinearMap.congr_fun h0 (fun s => if s 0 = 1 then 1 else 0))
    (fun m => if m = 1 then 1 else 0)
  have term : ∀ n : ZMod N, swapComm n (fun s => if s 0 = 1 then (1 : ℂ) else 0)
      (fun m => if m = 1 then 1 else 0)
      = (if n = 0 then 1 else 0) + (if n = -1 then 1 else 0) := by
    intro n
    have ind : ∀ x : ZMod N, ((if x = 1 then (1 : Fin 2) else 0) = 1) ↔ x = 1 := fun x => by
      split_ifs <;> simp_all
    change (if (if swap n (n + 1) (swap (n + 1) (n + 1 + 1) 0) = 1 then (1 : Fin 2) else 0) = 1
        then (1 : ℂ) else 0)
      - (if (if swap (n + 1) (n + 1 + 1) (swap n (n + 1) 0) = 1 then (1 : Fin 2) else 0) = 1
        then (1 : ℂ) else 0) = _
    simp only [ind, Equiv.swap_apply_def]
    grind
  simp only [LinearMap.sum_apply, Finset.sum_apply, term, Finset.sum_add_distrib] at h1
  norm_num at h1
```

The reflection \(R:n\mapsto-n\) sends \(P_n\) to \(P_{-(n+1)}\) and \(C_n\) to \(-C_{-(n+2)}\). Thus \(RHR=H\) and \(RQR=-Q\) (`even`, `odd`). If \(Q=f(H)\) for a polynomial \(f\), then \(Q=-Q=0\), a contradiction. At \(N=2\) the conclusion fails, since \(Q=-iH\).

```lean
/-- On a ring of at least four sites, the three-site charge is not a polynomial in the Hamiltonian.
-/
theorem charge_ne_polynomial [NeZero N] (hN : 4 ≤ N) (f : Polynomial ℂ) :
    charge N ≠ Polynomial.aeval (hamiltonian N) f := by
  -- reflection of the ring preserves the Hamiltonian and reverses the charge
  obtain ⟨R, hR⟩ : ∃ R : Op N, R = permOp (Equiv.neg (ZMod N)) := ⟨_, rfl⟩
  have hRR : R * R = 1 := by
    rw [hR]
    change permOp (Equiv.neg (ZMod N) * Equiv.neg (ZMod N)) = 1
    rw [show Equiv.neg (ZMod N) * Equiv.neg (ZMod N) = 1 from Equiv.ext fun x => neg_neg x]
    rfl
  have hP : ∀ n, R * bondSwap n = bondSwap (-(n + 1)) * R := fun n => by
    rw [hR, bondSwap, bondSwap, show -(n + 1) + 1 = -n by ring]
    change permOp (Equiv.neg _ * swap n (n + 1)) = permOp (swap (-(n + 1)) (-n) * Equiv.neg _)
    rw [Equiv.mul_swap_eq_swap_mul, Equiv.swap_comm]
    rfl
  have hC : ∀ n, R * swapComm n = -(swapComm (-(n + 2)) * R) := fun n => by
    have h1 := hP (n + 1)
    rw [show n + 1 + 1 = n + 2 by ring] at h1
    rw [swapComm, swapComm, show -(n + 2) + 1 = -(n + 1) by ring]
    linear_combination (norm := (
      simp only [mul_sub, sub_mul, mul_assoc]; abel))
      hP n * bondSwap (n + 1)
      + bondSwap (-(n + 1)) * h1 - h1 * bondSwap n - bondSwap (-(n + 2)) * hP n
  have re : ∀ (k : ZMod N) (F : ZMod N → Op N), ∑ n, F (-(n + k)) = ∑ n, F n :=
    fun k F => Equiv.sum_comp ((Equiv.addRight k).trans (Equiv.neg _)) F
  have even : Commute R (hamiltonian N) := by
    have : Commute R (∑ n, bondSwap n) := by
      change R * _ = _ * R
      rw [Finset.mul_sum]
      simp only [hP, ← Finset.sum_mul]
      rw [re 1 bondSwap]
    rw [(exchange_form hN).1]
    exact (this.smul_right _).sub_right ((Commute.one_right _).smul_right _)
  have odd : R * charge N = -(charge N * R) := by
    rw [(exchange_form hN).2, mul_smul_comm, smul_mul_assoc, Finset.mul_sum]
    simp only [hC, Finset.sum_neg_distrib, ← Finset.sum_mul]
    rw [re 2 swapComm, smul_neg]
  have poly : ∀ g : Polynomial ℂ, Commute R (Polynomial.aeval (hamiltonian N) g) := fun g => by
    induction g using Polynomial.induction_on' with
    | add p q hp hq => rw [map_add]; exact hp.add_right hq
    | monomial n a =>
      rw [Polynomial.aeval_monomial]
      exact (Algebra.commute_algebraMap_right a R).mul_right (even.pow_right n)
  intro hf
  have hc : R * charge N = charge N * R := by rw [hf]; exact (poly f).eq
  have h2 : (2 : ℂ) • (charge N * R) = 0 := by
    rw [two_smul]
    nth_rewrite 1 [← hc]
    rw [odd, neg_add_cancel]
  have h3 := (smul_eq_zero.1 h2).resolve_left two_ne_zero
  apply charge_ne_zero hN
  rw [← mul_one (charge N), ← hRR, ← mul_assoc, h3, zero_mul]

end

end HeisenbergRingCharge
```

```lean
#print axioms HeisenbergRingCharge.hamiltonian_commute_charge
#print axioms HeisenbergRingCharge.charge_ne_polynomial
```

```
'HeisenbergRingCharge.hamiltonian_commute_charge' depends on axioms: [propext, Classical.choice, Quot.sound]
'HeisenbergRingCharge.charge_ne_polynomial' depends on axioms: [propext, Classical.choice, Quot.sound]
```

For \(N=4\), hopping by two sites cancels in \(Q\), leaving
\[
H|j\rangle=\tfrac12(|j+1\rangle+|j-1\rangle),\qquad
Q|j\rangle=\tfrac i2(|j+1\rangle-|j-1\rangle).
\]
For \(k=0,\pm\pi/2,\pi\), the wave \(\tfrac12\sum_je^{ikj}|j\rangle\) has \(H=\cos k\) and \(Q=\sin k\). At \(k=\pm\pi/2\) the energies are both 0, but \(Q=\pm1\).

In exact diagonalisation of a uniform nearest-neighbour Heisenberg ring of four or more spins 1/2, \(Q\) can therefore separate some degenerate states. The two waves above also differ in momentum, which already tells them apart. Integrability asks for a whole family of commuting charges, of which this is one.
